# All periodic chains of finitely many species with nearest-neighbour bonds have energy at least c per site exactly when a site function certifies c

Suppose a search for the ground state of a chain alloy, with its composition free to vary, has enumerated all unit cells up to some size. The lowest energy found is only an upper bound, since a larger cell may lie lower, and enumerating more cells doesn't by itself say when to stop. A lower bound valid for every cell size is needed. Taking the lowest bond energy for every bond gives one, but it can be too weak when the bond energies depend on direction: a lowest bond from A to a different species B cannot follow itself, and the bond from B back to A may have a higher energy.

For nearest-neighbour bonds in one dimension, the best lower bound can always be proved by a finite list of local inequalities. Let S be a finite set of species and e(a,b) the real energy of a bond with a on the left and b on the right. A chain s₀, s₁, s₂, … has period N ≥ 1 if s_(i+N) = s_i for all i. Its energy per period is

E(s,N) = e(s₀,s₁) + e(s₁,s₂) + … + e(s_(N−1),s_N).

**Claim.** For a real number c, E(s,N) ≥ cN holds for all periodic chains of all periods N ≥ 1 if and only if there is a function f : S → ℝ with

e(a,b) + f(a) − f(b) ≥ c for all a, b in S.

Such an f is called a certificate for c. It has the units of energy and moves energy between neighbouring bonds without changing the total over a period.

## Local inequalities bound the whole chain

Sum the excess of the shifted bond energies over c along the first N bonds. The values of f at interior sites cancel:

Σ_(i<N) [e(sᵢ,sᵢ₊₁) + f(sᵢ) − f(sᵢ₊₁) − c] = E(s,N) + f(s₀) − f(s_N) − cN.

In a periodic chain s_N = s₀, so the right side is E(s,N) − cN. Every term on the left is nonnegative, hence E(s,N) ≥ cN. Equality holds exactly when every term vanishes, that is, when every bond of the period is tight.

## Open chains supply the certificate

Conversely, assume the bound for all periodic chains. Give an open chain s₀, …, sₙ with n bonds the excess energy

w = E(s,n) − cn,

and let f(b) be the infimum of w over all open chains that end at b. The single site b, with n = 0 and w = 0, is one of them.

The infimum is finite. Closing the chain with a bond from b to s₀ gives a periodic chain of period n + 1, so

w + e(b,s₀) − c ≥ 0.

If M is the largest of the finitely many values e(b,a), then w ≥ c − M.

Now extend a chain that ends at a by a bond to b. The new chain ends at b, so

f(b) ≤ w + e(a,b) − c.

Taking the infimum over chains ending at a gives f(b) ≤ f(a) + e(a,b) − c, which is the certificate inequality.

## Periods up to the number of species suffice

If N exceeds the number of species |S|, two sites i < j < N carry the same species. Put m = j − i and n = N − m, and start the period at site i. Cutting at site j leaves two closed chains of lengths m and n, both shorter than N. If the bound holds for shorter chains, then

E(s,N) ≥ cm + cn = cN.

By induction, only periods N ≤ |S| need testing. For nonempty S there are finitely many such chains, so one has the lowest energy per site, c*. All short chains satisfy the bound with c = c*, hence all periodic chains do, and c* has a certificate.

## Two species with a site energy

Let species A and B have site energies 0 and 2, let unlike neighbours attract with energy −3, and let like neighbours not interact. Assigning each site energy to the bond on its right gives

e(A,A) = 0, e(A,B) = −3, e(B,A) = −1, e(B,B) = 2.

The alternating chain has energy −4 per period of two, or −2 per site. Take f(A) = 1 and f(B) = 0. The shifted energies of AA, AB, BA and BB are 0, −2, −2 and 2. All are at least −2, so no periodic chain lies below −2 per site. The lowest bond alone would give only −3. That weakness comes from assigning the site energies to one side: the shifted energies are those obtained by splitting each site energy equally between its two bonds, and their lowest value is already −2. For bond energies that still depend on direction after such a split, a certificate can have more to do.

The bound on E(s,N) can fail if the ends of the chain differ: the open chain A, B has one bond and E(s,1) = −3, below −2. This sum leaves out the site energy of the last site, B.

Finiteness matters for the existence of a ground state. With species 0, 1, 2, … and e(a,b) = 1/(a+1), every periodic chain has positive energy, yet constant chains come arbitrarily close to 0 per site. The equivalence itself survives for infinite S by an argument not formalised here, in which all open chains start from one fixed species.

## Chains and certificates in Lean

The species form a type `S`; finiteness is added only where a theorem uses it.

```lean
import Mathlib

open Finset

namespace ClusterExpansionCertificate

variable {S : Type*}
```

A chain is an infinite sequence `s : ℕ → S`, and its energy reads only sites 0 to `N`. One definition therefore serves open and periodic chains.

```lean
/-- Energy of the first `N` bonds of a chain `s` of species, with bond energies `e`. -/
def chainEnergy (e : S → S → ℝ) (s : ℕ → S) (N : ℕ) : ℝ :=
  ∑ i ∈ range N, e (s i) (s (i + 1))
```

Bonds are directed: `e a b` and `e b a` may differ. If they always agree, a constant f already certifies the lowest bond energy, and repeating that bond back and forth attains it.

```lean
/-- A site function `f` certifies the energy `c` per site if every bond energy, shifted by the
difference of `f` across the bond, is at least `c`. -/
def IsCertificate (e : S → S → ℝ) (c : ℝ) (f : S → ℝ) : Prop :=
  ∀ a b, c ≤ e a b + f a - f b
```

## Telescoping, extending and closing

The telescoping identity is proved by induction on the number of bonds, for any chain.

```lean
/-- The site function telescopes: the summed excess of the shifted bond energies over `c` is the
chain energy minus `c` per bond, up to a term from the two ends. -/
theorem sum_excess (e : S → S → ℝ) (c : ℝ) (f : S → ℝ) (s : ℕ → S) (N : ℕ) :
    ∑ i ∈ range N, (e (s i) (s (i + 1)) + f (s i) - f (s (i + 1)) - c)
      = chainEnergy e s N + f (s 0) - f (s N) - c * N := by
  induction N with
  | zero => simp [chainEnergy]
  | succ n ih =>
    rw [sum_range_succ, ih]
    simp only [chainEnergy, sum_range_succ]
    push_cast
    ring
```

To append a site, the next lemma keeps `s` up to site `n` and puts `a` everywhere after it. The first `n` bonds are unchanged and the last one contributes `e (s n) a`.

```lean
/-- Adding one site `a` to the end of an open chain adds the energy of one bond. -/
theorem chainEnergy_append (e : S → S → ℝ) (s : ℕ → S) (n : ℕ) (a : S) :
    chainEnergy e (fun k => if k ≤ n then s k else a) (n + 1)
      = chainEnergy e s n + e (s n) a := by
  unfold chainEnergy
  rw [sum_range_succ]
  congr 1
  · refine sum_congr rfl fun i hi => ?_
    have hi' := mem_range.1 hi
    simp only [if_pos (show i ≤ n by omega), if_pos (show i + 1 ≤ n by omega)]
  · simp
```

The hypothesis of the claim concerns periodic sequences, whereas the cutting and closing steps produce finite pieces with equal ends. The following lemma repeats such a piece through `s (k % N)`. Its energy is unchanged, because the only bond that wraps around ends at site `N`, where the species is that of site 0.

```lean
/-- An energy bound for all periodic chains of period `N` also holds for the first `N` bonds of
any chain whose site `N` carries the same species as site `0`. -/
theorem closed_chain_bound {e : S → S → ℝ} {c : ℝ} {N : ℕ}
    (H : ∀ s : ℕ → S, Function.Periodic s N → c * N ≤ chainEnergy e s N)
    (s : ℕ → S) (hs : s N = s 0) : c * N ≤ chainEnergy e s N := by
  -- repeat the closed piece periodically
  have h := H (fun k => s (k % N)) (fun k => by simp)
  have h2 : chainEnergy e (fun k => s (k % N)) N = chainEnergy e s N := by
    unfold chainEnergy
    refine sum_congr rfl fun i hi => ?_
    have hi' := mem_range.1 hi
    have h1 : s ((i + 1) % N) = s (i + 1) := by
      rcases Nat.lt_or_ge (i + 1) N with h | h
      · rw [Nat.mod_eq_of_lt h]
      · have h3 : i + 1 = N := by omega
        rw [h3, Nat.mod_self, hs]
    simp only [Nat.mod_eq_of_lt hi', h1]
  rw [h2] at h
  exact h
```

## The equivalence

The hypothesis `Function.Periodic s N` says that s(i+N) = s(i) for all i; `N` need not be the smallest period. The left side of the theorem ranges over all positive `N` and all such chains, of any composition. The right side asks for one function f.

In the forward direction, `W b` is the set of excess energies of open chains ending at `b`. The step `hW` closes a chain to bound this set below, and `key` extends a chain to compare the infima at `a` and `b`. The reverse direction is the telescoping argument.

```lean
/-- For finitely many species, every periodic chain has energy at least `c` per site if and only
if some site function certifies `c`. -/
theorem periodic_bound_iff_certificate [Finite S] (e : S → S → ℝ) (c : ℝ) :
    (∀ N : ℕ, 0 < N → ∀ s : ℕ → S, Function.Periodic s N → c * N ≤ chainEnergy e s N)
      ↔ ∃ f, IsCertificate e c f := by
  constructor
  · intro H
    -- excess energies of all open chains that end at `b`
    let W : S → Set ℝ := fun b =>
      {x | ∃ (n : ℕ) (s : ℕ → S), s n = b ∧ x = chainEnergy e s n - c * n}
    have hW : ∀ b, BddBelow (W b) := by
      intro b
      obtain ⟨M, hM⟩ := (Set.finite_range (e b)).bddAbove
      refine ⟨c - M, ?_⟩
      rintro x ⟨n, s, hb, rfl⟩
      -- close the open chain by one more bond
      have h := closed_chain_bound (H (n + 1) n.succ_pos)
        (fun k => if k ≤ n then s k else s 0) (by simp)
      rw [chainEnergy_append, hb] at h
      have h' : e b (s 0) ≤ M := hM ⟨s 0, rfl⟩
      push_cast at h
      linarith
    refine ⟨fun b => sInf (W b), fun a b => ?_⟩
    have key : sInf (W b) - e a b + c ≤ sInf (W a) := by
      refine le_csInf ⟨_, 0, fun _ => a, rfl, rfl⟩ ?_
      rintro x ⟨n, s, ha, rfl⟩
      -- extend a chain ending at `a` by the bond from `a` to `b`
      have h : sInf (W b) ≤ chainEnergy e s n + e a b - c * ((n + 1 : ℕ) : ℝ) := by
        refine csInf_le (hW b) ⟨n + 1, fun k => if k ≤ n then s k else b, by simp, ?_⟩
        rw [chainEnergy_append, ha]
      push_cast at h
      linarith
    show c ≤ e a b + sInf (W a) - sInf (W b)
    linarith
  · rintro ⟨f, hf⟩ N _ s hs
    have h0 : s N = s 0 := by simpa using hs 0
    have h := sum_excess e c f s N
    have hn : 0 ≤ ∑ i ∈ range N, (e (s i) (s (i + 1)) + f (s i) - f (s (i + 1)) - c) :=
      sum_nonneg fun i _ => by linarith [hf (s i) (s (i + 1))]
    rw [h0] at h
    linarith
```

Tightness is the case in which a sum of nonnegative terms is zero. This identifies the chains that attain a certified energy.

```lean
/-- Given a certificate for `c`, a periodic chain has energy exactly `c` per site if and only if
each bond in one period meets the certificate inequality with equality. -/
theorem energy_eq_iff_tight {e : S → S → ℝ} {c : ℝ} {f : S → ℝ} (hf : IsCertificate e c f)
    {s : ℕ → S} {N : ℕ} (hs : Function.Periodic s N) :
    chainEnergy e s N = c * N
      ↔ ∀ i < N, e (s i) (s (i + 1)) + f (s i) - f (s (i + 1)) = c := by
  have h0 : s N = s 0 := by simpa using hs 0
  have h := sum_excess e c f s N
  rw [h0] at h
  constructor
  · intro hE i hi
    have hz : ∑ i ∈ range N, (e (s i) (s (i + 1)) + f (s i) - f (s (i + 1)) - c) = 0 := by
      linarith
    have h1 := (sum_eq_zero_iff_of_nonneg
      (fun i _ => by linarith [hf (s i) (s (i + 1))])).1 hz i (mem_range.2 hi)
    linarith
  · intro ht
    have hz : ∑ i ∈ range N, (e (s i) (s (i + 1)) + f (s i) - f (s (i + 1)) - c) = 0 :=
      sum_eq_zero fun i hi => by linarith [ht i (mem_range.1 hi)]
    linarith
```

## Cutting long chains

Moving the start by one site drops the first bond and adds the bond after the last. Periodicity makes the two energies equal, and induction on `m` gives any shift.

```lean
/-- The energy per period of a periodic chain does not depend on the starting site. -/
theorem chainEnergy_rotate (e : S → S → ℝ) {s : ℕ → S} {N : ℕ}
    (hs : Function.Periodic s N) (m : ℕ) :
    chainEnergy e (fun k => s (k + m)) N = chainEnergy e s N := by
  induction m with
  | zero => rfl
  | succ m ih =>
    let g : ℕ → ℝ := fun k => e (s (k + m)) (s (k + 1 + m))
    have h1 : ∑ k ∈ range (N + 1), g k = ∑ k ∈ range N, g k + g N := sum_range_succ _ _
    have h2 : ∑ k ∈ range (N + 1), g k = ∑ k ∈ range N, g (k + 1) + g 0 :=
      sum_range_succ' _ _
    have h3 : g N = g 0 := by
      show e (s (N + m)) (s (N + 1 + m)) = e (s (0 + m)) (s (0 + 1 + m))
      rw [show N + m = m + N by omega, show N + 1 + m = (0 + 1 + m) + N by omega,
        hs, hs, zero_add m]
    have h4 : chainEnergy e (fun k => s (k + (m + 1))) N = ∑ k ∈ range N, g (k + 1) := by
      refine sum_congr rfl fun k _ => ?_
      show e (s (k + (m + 1))) (s (k + 1 + (m + 1))) = e (s (k + 1 + m)) (s (k + 1 + 1 + m))
      rw [show k + (m + 1) = k + 1 + m by omega,
        show k + 1 + (m + 1) = k + 1 + 1 + m by omega]
    have h5 : ∑ k ∈ range N, g k = chainEnergy e s N := ih
    linarith
```

The reduction to short periods is a strong induction on `N`. The pigeonhole principle, `Fintype.exists_ne_map_eq_of_card_lt`, finds the repeated species. The facts `h1` and `h2` bound the two pieces, and `h3` adds their energies after rotation.

```lean
/-- If all periodic chains with period at most the number of species have energy at least `c`
per site, then so do all periodic chains. -/
theorem short_chains_suffice [Fintype S] (e : S → S → ℝ) (c : ℝ)
    (H : ∀ N : ℕ, 0 < N → N ≤ Fintype.card S → ∀ s : ℕ → S, Function.Periodic s N →
      c * N ≤ chainEnergy e s N) :
    ∀ N : ℕ, 0 < N → ∀ s : ℕ → S, Function.Periodic s N → c * N ≤ chainEnergy e s N := by
  intro N
  induction N using Nat.strong_induction_on with
  | _ N ih =>
    intro hN s hs
    rcases Nat.lt_or_ge (Fintype.card S) N with hc | hc
    · -- a long chain repeats a species within one period
      obtain ⟨i, j, hij, hj, he⟩ : ∃ i j : ℕ, i < j ∧ j < N ∧ s i = s j := by
        obtain ⟨x, y, hxy, h⟩ := Fintype.exists_ne_map_eq_of_card_lt
          (fun i : Fin N => s i) (by simpa using hc)
        rcases lt_or_gt_of_ne hxy with h' | h'
        · exact ⟨x, y, h', y.2, h⟩
        · exact ⟨y, x, h', x.2, h.symm⟩
      obtain ⟨m, rfl⟩ : ∃ m, j = i + m := ⟨j - i, by omega⟩
      obtain ⟨n, rfl⟩ : ∃ n, N = m + n := ⟨N - m, by omega⟩
      -- cut the rotated chain into two shorter closed chains
      have h1 := closed_chain_bound (ih m (by omega) (by omega)) (fun k => s (k + i)) (by
        show s (m + i) = s (0 + i)
        rw [zero_add, add_comm m i]
        exact he.symm)
      have h2 := closed_chain_bound (ih n (by omega) (by omega)) (fun k => s (m + k + i)) (by
        show s (m + n + i) = s (m + 0 + i)
        rw [add_comm (m + n) i, hs i, add_zero, add_comm m i]
        exact he)
      have h3 : chainEnergy e (fun k => s (k + i)) (m + n)
          = chainEnergy e (fun k => s (k + i)) m
            + chainEnergy e (fun k => s (m + k + i)) n := sum_range_add _ _ _
      rw [chainEnergy_rotate e hs i] at h3
      push_cast
      linarith
    · exact H N hN hc s hs
```

## A periodic ground state with its certificate

The last theorem returns a period, a chain and a certificate for that chain's own energy per site. By the equivalence, no periodic chain has a lower energy per site, so this one is a ground state among periodic chains.

In the proof, a short chain is coded by its period minus one and a list of |S| species, of which only the first period is read. `Finite.exists_min` selects the lowest energy per site among these codes, and `short_chains_suffice` and `periodic_bound_iff_certificate` turn that minimum into a certified bound.

For a one-dimensional nearest-neighbour cluster expansion, this gives an enumeration of cells a definite stopping point, provided that the composition is free to vary and any chemical potentials are included in `e`. A prescribed composition can need longer periods: with two species, one third A and two thirds B needs at least three sites. What remains to be justified for a real material is that its energy is a sum of `e` over successive pairs along a chain; interactions in two or three dimensions do not have this form in general.

```lean
/-- For a finite nonempty species set, some periodic chain with period at most the number of
species has an energy per site that is certified by a site function. -/
theorem exists_certified_ground_state [Fintype S] [Nonempty S] (e : S → S → ℝ) :
    ∃ (N : ℕ) (s : ℕ → S) (f : S → ℝ), 0 < N ∧ N ≤ Fintype.card S ∧
      Function.Periodic s N ∧ IsCertificate e (chainEnergy e s N / N) f := by
  -- finitely many short chains, each given by its period and its species
  let chain : Fin (Fintype.card S) × (Fin (Fintype.card S) → S) → ℕ → S := fun p k =>
    p.2 ⟨k % (p.1.val + 1), lt_of_lt_of_le (Nat.mod_lt _ (Nat.succ_pos _)) p.1.2⟩
  have : Nonempty (Fin (Fintype.card S)) := ⟨⟨0, Fintype.card_pos⟩⟩
  obtain ⟨p, hp⟩ := Finite.exists_min
    (fun p => chainEnergy e (chain p) (p.1.val + 1) / ((p.1.val + 1 : ℕ) : ℝ))
  obtain ⟨f, hf⟩ := (periodic_bound_iff_certificate e
    (chainEnergy e (chain p) (p.1.val + 1) / ((p.1.val + 1 : ℕ) : ℝ))).1
    (short_chains_suffice e _ (by
      intro N hN hc s hs
      obtain ⟨n, rfl⟩ : ∃ n, N = n + 1 := ⟨N - 1, by omega⟩
      have hq : chain (⟨n, hc⟩, fun i => s i) = s := funext fun k => hs.map_mod_nat k
      have h : chainEnergy e (chain p) (p.1.val + 1) / ((p.1.val + 1 : ℕ) : ℝ)
          ≤ chainEnergy e (chain (⟨n, hc⟩, fun i => s i)) (n + 1) / ((n + 1 : ℕ) : ℝ) :=
        hp (⟨n, hc⟩, fun i => s i)
      rw [hq] at h
      exact (le_div_iff₀ (by positivity)).1 h))
  exact ⟨p.1.val + 1, chain p, f, Nat.succ_pos _, p.1.2,
    fun k => congrArg p.2 (Fin.ext (Nat.add_mod_right _ _)), hf⟩

end ClusterExpansionCertificate
```

```lean
#print axioms ClusterExpansionCertificate.periodic_bound_iff_certificate
-- 'ClusterExpansionCertificate.periodic_bound_iff_certificate' depends on axioms: [propext, Classical.choice, Quot.sound]
#print axioms ClusterExpansionCertificate.energy_eq_iff_tight
-- 'ClusterExpansionCertificate.energy_eq_iff_tight' depends on axioms: [propext, Classical.choice, Quot.sound]
#print axioms ClusterExpansionCertificate.exists_certified_ground_state
-- 'ClusterExpansionCertificate.exists_certified_ground_state' depends on axioms: [propext, Classical.choice, Quot.sound]
```
